# The gradient of a finite reciprocal-space Ewald sum on each charge, and its zero total

If the reciprocal-space force in a molecular dynamics code has a wrong sign or lacks a factor of two, the particles follow forces that do not belong to the reported potential energy. In a run at constant energy, the sum of kinetic and potential energy is then no longer conserved. If the forces fail to add up to zero, the system gains momentum from nowhere. The problems below derive the force term and its total for fixed point charges, a fixed cell and finitely many wave vectors.

## Charges, wave vectors and weights

Charges $q_j\in\mathbb R$ sit at positions $r_j$, with $j$ in a finite index set `ι`. Positions and wave vectors $k$ live in a real inner product space `E`, for instance ordinary three-dimensional space. The upright $\mathrm i$ is the imaginary unit and the italic $i$ labels a charge.

```lean
import Mathlib

open ComplexConjugate

namespace EwaldReciprocalForce

noncomputable section

variable {E ι : Type*} [NormedAddCommGroup E] [InnerProductSpace ℝ E] [Fintype ι]
```

Each wave vector gives a plane wave $e^{\mathrm i\langle k,x\rangle}$, with a plus sign in the exponent.

```lean
/-- The plane wave `exp(i⟨k,x⟩)` with wave vector `k` at the point `x`. -/
def phase (k x : E) : ℂ := Complex.exp (((inner ℝ k x : ℝ) : ℂ) * Complex.I)
```

The structure factor is $S(k)=\sum_j q_j e^{\mathrm i\langle k,r_j\rangle}$.

```lean
/-- The structure factor `S(k) = ∑ j, q j exp(i⟨k, r j⟩)` of charges `q` at positions `r`. -/
def structureFactor (q : ι → ℝ) (r : ι → E) (k : E) : ℂ :=
  ∑ j, (q j : ℂ) * phase k (r j)
```

For a finite set $K$ of wave vectors and real weights $w(k)$, the energy is $U=\sum_{k\in K}w(k)|S(k)|^2$. In Gaussian units, the Ewald weight for $k\neq0$ is $w(k)=\frac{2\pi}{V|k|^2}e^{-|k|^2/4\alpha^2}$, with cell volume $V$ and splitting parameter $\alpha$. The theorems allow any real weights that do not depend on the positions, and they do not require $k$ to lie on a reciprocal lattice. The real-space and self terms of the Ewald energy are not included.

```lean
/-- The reciprocal-space energy `∑ k, w k |S(k)|²` over a finite set `K` of wave vectors. -/
def recipEnergy (K : Finset E) (w : E → ℝ) (q : ι → ℝ) (r : ι → E) : ℝ :=
  ∑ k ∈ K, w k * ‖structureFactor q r k‖ ^ 2
```

The last definition names a candidate vector $G_i$ for each charge. Nothing in it mentions a derivative; that it is the gradient has to be proved.

```lean
/-- The vector `-2 q i ∑ k, w k Im(conj S(k) exp(i⟨k, r i⟩)) k` attached to charge `i`. -/
def recipGradient (K : Finset E) (w : E → ℝ) (q : ι → ℝ) (r : ι → E) (i : ι) : E :=
  -(2 * q i) • ∑ k ∈ K, (w k * (conj (structureFactor q r k) * phase k (r i)).im) • k
```

## Problems

### (a) The real part of a plane wave

Show that
$$\operatorname{Re}e^{\mathrm i\langle k,x\rangle}=\cos\langle k,x\rangle.$$

**Solution.** The angle $\langle k,x\rangle$ is real, so Euler's formula gives $e^{\mathrm i\langle k,x\rangle}=\cos\langle k,x\rangle+\mathrm i\sin\langle k,x\rangle$. Read off the real part.

```lean
lemma phase_re (k x : E) : (phase k x).re = Real.cos (inner ℝ k x) :=
  Complex.exp_ofReal_mul_I_re _
```

### (b) The imaginary part of a plane wave

Show that
$$\operatorname{Im}e^{\mathrm i\langle k,x\rangle}=\sin\langle k,x\rangle.$$

**Solution.** Read off the imaginary part of the same formula.

```lean
lemma phase_im (k x : E) : (phase k x).im = Real.sin (inner ℝ k x) :=
  Complex.exp_ofReal_mul_I_im _
```

### (c) Moving one charge

Charge $i$ moves from $r_i$ to $x$ while the others stay put. Show that the new structure factor is
$$S_x(k)=S(k)+q_i\left(e^{\mathrm i\langle k,x\rangle}-e^{\mathrm i\langle k,r_i\rangle}\right).$$

**Solution.** Split off the term of charge $i$. The remaining sum over $j\ne i$ is the same before and after the move, so the difference is the new term $q_ie^{\mathrm i\langle k,x\rangle}$ minus the old one.

In Lean the moved configuration is `Function.update r i x`. The step `h` splits the sum for any configuration, and `h2` says that the other terms are unchanged. A Monte Carlo code can use this identity to update $S(k)$ after a single-particle move without summing over all charges again.

```lean
/-- Moving charge `i` to `x` changes the structure factor only through the phase of that
charge. -/
theorem structureFactor_update [DecidableEq ι] (q : ι → ℝ) (r : ι → E) (k : E) (i : ι) (x : E) :
    structureFactor q (Function.update r i x) k =
      structureFactor q r k + q i * (phase k x - phase k (r i)) := by
  -- split off the term of charge `i`
  have h : ∀ s : ι → E, ∑ j, (q j : ℂ) * phase k (s j) =
      q i * phase k (s i) + ∑ j ∈ Finset.univ.erase i, (q j : ℂ) * phase k (s j) := fun s =>
    (Finset.add_sum_erase Finset.univ (fun j => (q j : ℂ) * phase k (s j))
      (Finset.mem_univ i)).symm
  have h2 : ∑ j ∈ Finset.univ.erase i, (q j : ℂ) * phase k (Function.update r i x j) =
      ∑ j ∈ Finset.univ.erase i, (q j : ℂ) * phase k (r j) :=
    Finset.sum_congr rfl fun j hj => by
      rw [Function.update_of_ne (Finset.ne_of_mem_erase hj)]
  unfold structureFactor
  rw [h (Function.update r i x), h r, h2, Function.update_self]
  ring
```

### (d) A derivative in one angle

For real constants $A,B,c$, show that
$$\frac{d}{dt}\left[(A+c\cos t)^2+(B+c\sin t)^2\right]=2c\left[(B+c\sin t)\cos t-(A+c\cos t)\sin t\right].$$

**Solution.** The first square contributes $2(A+c\cos t)(-c\sin t)$ and the second $2(B+c\sin t)(c\cos t)$. Add them. Lean writes the squares as products, applies the product rule and lets `ring` collect the terms.

```lean
lemma hasDerivAt_angle (A B c t : ℝ) :
    HasDerivAt (fun t : ℝ => (A + c * Real.cos t) * (A + c * Real.cos t) +
        (B + c * Real.sin t) * (B + c * Real.sin t))
      (2 * c * ((B + c * Real.sin t) * Real.cos t - (A + c * Real.cos t) * Real.sin t)) t := by
  have h1 := ((Real.hasDerivAt_cos t).const_mul c).const_add A
  have h2 := ((Real.hasDerivAt_sin t).const_mul c).const_add B
  exact ((h1.fun_mul h1).fun_add (h2.fun_mul h2)).congr_deriv (by ring)
```

### (e) The gradient of one mode

Show that, at $x=r_i$,
$$\nabla_x|S_x(k)|^2=-2q_i\operatorname{Im}\left(\overline{S(k)}\,e^{\mathrm i\langle k,r_i\rangle}\right)k.$$

**Solution.** Write $\theta=\langle k,r_i\rangle$ and set
$$A=\operatorname{Re}S(k)-q_i\cos\theta,\qquad B=\operatorname{Im}S(k)-q_i\sin\theta,\qquad c=q_i.$$
By (a)–(c), $|S_x(k)|^2$ is the function in (d) evaluated at $t=\langle k,x\rangle$. The gradient of $\langle k,x\rangle$ in $x$ is $k$, so the chain rule gives the derivative from (d) times $k$. At $t=\theta$ we have $A+c\cos\theta=\operatorname{Re}S(k)$ and $B+c\sin\theta=\operatorname{Im}S(k)$, and the derivative is
$$2q_i\left(\operatorname{Im}S(k)\cos\theta-\operatorname{Re}S(k)\sin\theta\right).$$
Since $\operatorname{Im}(\overline{S(k)}e^{\mathrm i\theta})=\operatorname{Re}S(k)\sin\theta-\operatorname{Im}S(k)\cos\theta$, this is the claimed coefficient.

`HasGradientAt` says that the function is differentiable and that its derivative along a displacement $v$ is the inner product of the stated vector with $v$. It needs `E` to be complete, which holds in every finite dimension. In the proof, `hf` expresses the squared modulus through the angle, `comp_hasFDerivAt` is the chain rule, and `ext v` compares the two derivatives on a displacement.

```lean
/-- For a single wave vector `k`, the gradient of `|S(k)|²` in the position of charge `i` is
`-2 q i Im(conj S(k) exp(i⟨k, r i⟩)) k`. -/
theorem hasGradientAt_mode [CompleteSpace E] [DecidableEq ι]
    (q : ι → ℝ) (r : ι → E) (k : E) (i : ι) :
    HasGradientAt (fun x => ‖structureFactor q (Function.update r i x) k‖ ^ 2)
      ((-(2 * q i) * (conj (structureFactor q r k) * phase k (r i)).im) • k) (r i) := by
  rw [hasGradientAt_iff_hasFDerivAt]
  have hin : HasFDerivAt (fun x : E => (inner ℝ k x : ℝ)) (innerSL ℝ k) (r i) :=
    (innerSL ℝ k).hasFDerivAt
  -- the squared modulus depends on the position only through the angle `⟨k,x⟩`
  have h := (hasDerivAt_angle
    ((structureFactor q r k).re - q i * Real.cos (inner ℝ k (r i)))
    ((structureFactor q r k).im - q i * Real.sin (inner ℝ k (r i)))
    (q i) (inner ℝ k (r i))).comp_hasFDerivAt (r i) hin
  have hf : (fun x => ‖structureFactor q (Function.update r i x) k‖ ^ 2) =
      (fun t : ℝ =>
        ((structureFactor q r k).re - q i * Real.cos (inner ℝ k (r i)) + q i * Real.cos t) *
        ((structureFactor q r k).re - q i * Real.cos (inner ℝ k (r i)) + q i * Real.cos t) +
        ((structureFactor q r k).im - q i * Real.sin (inner ℝ k (r i)) + q i * Real.sin t) *
        ((structureFactor q r k).im - q i * Real.sin (inner ℝ k (r i)) + q i * Real.sin t)) ∘
      (fun x : E => (inner ℝ k x : ℝ)) := by
    funext x
    rw [structureFactor_update, ← Complex.normSq_eq_norm_sq, Complex.normSq_apply]
    simp only [Function.comp_apply, Complex.add_re, Complex.add_im, Complex.mul_re,
      Complex.mul_im, Complex.sub_re, Complex.sub_im, Complex.ofReal_re, Complex.ofReal_im,
      phase_re, phase_im]
    ring
  rw [hf]
  refine h.congr_fderiv ?_
  ext v
  change _ * inner ℝ k v = inner ℝ (_ • k) v
  rw [real_inner_smul_left]
  simp only [Complex.mul_im, Complex.conj_re, Complex.conj_im, phase_re, phase_im]
  ring
```

### (f) The gradient of the energy

Show that, with the other charges fixed,
$$\nabla_{r_i}U=G_i=-2q_i\sum_{k\in K}w(k)\operatorname{Im}\left(\overline{S(k)}\,e^{\mathrm i\langle k,r_i\rangle}\right)k.$$

**Solution.** The weights are constants and the sum is finite. Multiply (e) by $w(k)$, add over $k\in K$, and take out the common factor $-2q_i$. Lean does the same with `HasFDerivAt.fun_sum` and `const_mul`.

The reciprocal-space force on charge $i$ is $-G_i$, with a plus sign in front of $2q_i$. A direct Ewald code can evaluate it in two passes over the charges for each $k$: the first accumulates $S(k)$, and the second combines it with each charge's own phase. If $K$ contains both $k$ and $-k$ for some $k\neq0$, and $w(-k)=w(k)$, then the two contribute equally, so a code may keep one of them and double its contribution.

```lean
/-- The gradient of the reciprocal-space energy in the position of charge `i`, the other
charges being held fixed, is `-2 q i ∑ k, w k Im(conj S(k) exp(i⟨k, r i⟩)) k`. -/
theorem hasGradientAt_recipEnergy [CompleteSpace E] [DecidableEq ι]
    (K : Finset E) (w : E → ℝ) (q : ι → ℝ) (r : ι → E) (i : ι) :
    HasGradientAt (fun x => recipEnergy K w q (Function.update r i x))
      (recipGradient K w q r i) (r i) := by
  rw [hasGradientAt_iff_hasFDerivAt]
  -- add up the modes with their weights
  have h := HasFDerivAt.fun_sum (u := K) fun k _ =>
    (hasGradientAt_iff_hasFDerivAt.mp (hasGradientAt_mode q r k i)).const_mul (w k)
  refine h.congr_fderiv ?_
  ext v
  rw [sum_apply]
  change ∑ k ∈ K, w k * inner ℝ
    ((-(2 * q i) * (conj (structureFactor q r k) * phase k (r i)).im) • k) v =
      inner ℝ (recipGradient K w q r i) v
  rw [recipGradient, real_inner_smul_left, sum_inner, Finset.mul_sum]
  refine Finset.sum_congr rfl fun k _ => ?_
  simp only [real_inner_smul_left]
  ring
```

### (g) Cancellation in one mode

Show that
$$\sum_i q_i\operatorname{Im}\left(\overline{S(k)}\,e^{\mathrm i\langle k,r_i\rangle}\right)=0.$$

**Solution.** The charges are real, so they can be moved inside the imaginary part. The factor $\overline{S(k)}$ does not depend on $i$, and the remaining sum is $S(k)$ itself:
$$\operatorname{Im}\left(\overline{S(k)}\sum_i q_ie^{\mathrm i\langle k,r_i\rangle}\right)=\operatorname{Im}|S(k)|^2=0.$$
The `calc` block has these same steps.

```lean
/-- For each wave vector, the charge-weighted sum of `Im(conj S(k) exp(i⟨k, r i⟩))` over all
charges vanishes. -/
theorem sum_charge_mul_im (q : ι → ℝ) (r : ι → E) (k : E) :
    ∑ i, q i * (conj (structureFactor q r k) * phase k (r i)).im = 0 := by
  calc ∑ i, q i * (conj (structureFactor q r k) * phase k (r i)).im
      = (conj (structureFactor q r k) * ∑ i, (q i : ℂ) * phase k (r i)).im := by
        rw [Finset.mul_sum, Complex.im_sum]
        refine Finset.sum_congr rfl fun i _ => ?_
        simp only [Complex.mul_im, Complex.mul_re, Complex.ofReal_re, Complex.ofReal_im]
        ring
    _ = (conj (structureFactor q r k) * structureFactor q r k).im := rfl
    _ = 0 := by rw [mul_comm, Complex.mul_conj, Complex.ofReal_im]
```

### (h) The total over all charges

Show that
$$\sum_i G_i=0.$$

**Solution.** Exchange the two finite sums:
$$\sum_iG_i=-2\sum_{k\in K}w(k)\left[\sum_iq_i\operatorname{Im}\left(\overline{S(k)}\,e^{\mathrm i\langle k,r_i\rangle}\right)\right]k.$$
Every bracket vanishes by (g). `Finset.sum_comm` performs the exchange, and `h` brings out the bracket.

The charges need not be neutral overall, and $K$ need not be symmetric. In a code that evaluates these sums directly, the net reciprocal-space force should therefore be zero up to rounding, which makes a cheap test. It does not detect a wrong overall factor.

```lean
/-- The reciprocal-space energy gradients sum to zero over all charges. -/
theorem sum_recipGradient (K : Finset E) (w : E → ℝ) (q : ι → ℝ) (r : ι → E) :
    ∑ i, recipGradient K w q r i = 0 := by
  simp only [recipGradient, Finset.smul_sum, smul_smul]
  rw [Finset.sum_comm]
  refine Finset.sum_eq_zero fun k _ => ?_
  -- the cancellation takes place for every wave vector separately
  have h : ∑ i, -(2 * q i) * (w k * (conj (structureFactor q r k) * phase k (r i)).im) =
      -2 * w k * ∑ i, q i * (conj (structureFactor q r k) * phase k (r i)).im := by
    rw [Finset.mul_sum]
    exact Finset.sum_congr rfl fun i _ => by ring
  rw [← Finset.sum_smul, h, sum_charge_mul_im, mul_zero, zero_smul]
```

### (i) The same factor as a sum over pairs

For any point $x$, show that
$$\operatorname{Im}\left(\overline{S(k)}\,e^{\mathrm i\langle k,x\rangle}\right)=\sum_jq_j\sin\langle k,x-r_j\rangle.$$

**Solution.** Conjugation reverses the phases in $S(k)$, so the product is $\sum_jq_je^{\mathrm i\langle k,x-r_j\rangle}$. Take the imaginary part. Lean reaches the same sines through the subtraction formula `Real.sin_sub`.

At $x=r_i$ the term $j=i$ is zero, so a charge exerts no force on itself here.

```lean
/-- The factor `Im(conj S(k) exp(i⟨k,x⟩))` is the sum over charges of
`q j sin⟨k, x - r j⟩`. -/
theorem im_eq_sum_sin (q : ι → ℝ) (r : ι → E) (k x : E) :
    (conj (structureFactor q r k) * phase k x).im =
      ∑ j, q j * Real.sin (inner ℝ k (x - r j)) := by
  rw [structureFactor, map_sum, Finset.sum_mul, Complex.im_sum]
  refine Finset.sum_congr rfl fun j _ => ?_
  rw [inner_sub_right, Real.sin_sub]
  simp only [map_mul, Complex.conj_ofReal, Complex.mul_im, Complex.mul_re, Complex.conj_re,
    Complex.conj_im, Complex.ofReal_re, Complex.ofReal_im, phase_re, phase_im]
  ring
```

### (j) The effect of a smaller cutoff

Let $K\subseteq K'$ be finite sets of wave vectors, and write $G_i^{K}$ and $G_i^{K'}$ for the two gradients. Show that
$$\left\|G_i^{K'}-G_i^{K}\right\|\le2|q_i|\Big(\sum_j|q_j|\Big)\sum_{k\in K'\setminus K}|w(k)|\,\|k\|.$$

**Solution.** The shared wave vectors cancel, and the difference is the gradient formula summed over $K'\setminus K$. By (i), and because $|\sin|\le1$, each imaginary part is at most $\sum_j|q_j|$ in modulus. The triangle inequality over the omitted $k$ gives the bound. In Lean, `h` is the cancellation and `hb` is the bound on the imaginary part.

With the Ewald weight, the last sum can be evaluated before a run to compare two cutoffs. The estimate ignores cancellation between charges, so it can be far too large. It compares two finite sums and does not bound the distance to the infinite one.

```lean
/-- Truncating a finite set `K'` of wave vectors to a subset `K` changes the gradient on charge
`i` by at most `2 |q i| (∑ j, |q j|) ∑ |w k| ‖k‖`, the last sum being over the omitted `k`. -/
theorem norm_truncation_le [DecidableEq E] {K K' : Finset E} (hK : K ⊆ K')
    (w : E → ℝ) (q : ι → ℝ) (r : ι → E) (i : ι) :
    ‖recipGradient K' w q r i - recipGradient K w q r i‖ ≤
      2 * |q i| * ((∑ j, |q j|) * ∑ k ∈ K' \ K, |w k| * ‖k‖) := by
  have h : recipGradient K' w q r i - recipGradient K w q r i =
      recipGradient (K' \ K) w q r i := by
    unfold recipGradient
    rw [← smul_sub, ← Finset.sum_sdiff hK, add_sub_cancel_right]
  rw [h, recipGradient, norm_smul, Real.norm_eq_abs, abs_neg, abs_mul, abs_two]
  refine mul_le_mul_of_nonneg_left ?_ (by positivity)
  rw [Finset.mul_sum]
  refine norm_sum_le_of_le _ fun k _ => ?_
  -- every sine is at most one in modulus
  have hb : |(conj (structureFactor q r k) * phase k (r i)).im| ≤ ∑ j, |q j| := by
    rw [im_eq_sum_sin]
    refine (Finset.abs_sum_le_sum_abs _ _).trans (Finset.sum_le_sum fun j _ => ?_)
    rw [abs_mul]
    exact mul_le_of_le_one_right (abs_nonneg _) (Real.abs_sin_le_one _)
  rw [norm_smul, Real.norm_eq_abs, abs_mul]
  calc |w k| * |(conj (structureFactor q r k) * phase k (r i)).im| * ‖k‖
      ≤ |w k| * (∑ j, |q j|) * ‖k‖ := by gcongr
    _ = (∑ j, |q j|) * (|w k| * ‖k‖) := by ring

end

end EwaldReciprocalForce
```

```lean
#print axioms EwaldReciprocalForce.hasGradientAt_recipEnergy
#print axioms EwaldReciprocalForce.sum_recipGradient
#print axioms EwaldReciprocalForce.norm_truncation_le
```

```
'EwaldReciprocalForce.hasGradientAt_recipEnergy' depends on axioms: [propext, Classical.choice, Quot.sound]
'EwaldReciprocalForce.sum_recipGradient' depends on axioms: [propext, Classical.choice, Quot.sound]
'EwaldReciprocalForce.norm_truncation_le' depends on axioms: [propext, Classical.choice, Quot.sound]
```
